# A continuous path of idempotent density matrices keeps its particle number

## Can a determinant gain an electron by continuous deformation?

Take a single orbital. Its one-particle density matrix is one number $p$, and idempotency, $p^2=p$, leaves only $p=0$ or $p=1$. If $p(t)$ depends continuously on $t$, it cannot get from one value to the other, so the orbital stays empty or stays filled.

I would expect the same for $n$ orbitals: if $P(t)$ is a continuous family of complex $n\times n$ matrices with $P(t)^2=P(t)$ for every $t$, then the particle number $\operatorname{tr}P(t)$ should not depend on $t$. But the individual entries of $P(t)$ can now vary continuously, so the one-orbital argument does not carry over entry by entry. Can this be made rigorous, and checked by machine?

## The trace is a whole number that varies continuously

Yes. What carries over from the single orbital is the trace, which is still restricted to whole numbers.

**Trace equals rank.** Let $P^2=P$. Every vector splits as $v=Pv+(v-Pv)$. The first part lies in the range of $P$, and the second is annihilated, since $P(v-Pv)=Pv-P^2v=0$. A vector $Py$ in the range satisfies $P(Py)=Py$, so if it is also annihilated by $P$ it is zero. The space is therefore the direct sum of range and kernel. In a basis adapted to this splitting, $P$ is diagonal with $r=\operatorname{rank}P$ ones and otherwise zeros. The trace does not depend on the basis, so $\operatorname{tr}P=r$. Hermiticity was not used.

**No jumps.** The trace is a finite sum of entries, so $\operatorname{tr}P(t)$ is continuous in $t$. It takes only values in $\{0,1,2,\dots\}$. If it took two different values, the intermediate value theorem would force a non-integer value between them. Hence it is constant.

**Determinants.** Let the columns of $C$ be the $N$ orthonormal occupied orbitals of a Slater determinant, so that $C^\dagger C=1$. Its one-particle density matrix is $P=CC^\dagger$, and
$$P^2=C(C^\dagger C)C^\dagger=CC^\dagger=P,\qquad \operatorname{tr}P=\operatorname{tr}(C^\dagger C)=N.$$
If a continuous path of idempotents passes through an $N$-orbital and an $M$-orbital determinant, then $N=M$.

**A numerical instance.** One particle in the orbital $(\cos\theta,\sin\theta)$ with $\cos\theta=3/5$, $\sin\theta=4/5$ has
$$P=\frac1{25}\begin{pmatrix}9&12\\12&16\end{pmatrix},\qquad P^2=\frac1{625}\begin{pmatrix}225&300\\300&400\end{pmatrix}=P,\qquad \operatorname{tr}P=\frac{9+16}{25}=1.$$
At $\theta=0$ the diagonal is $(1,0)$. The rotation has moved weight between the two basis orbitals and left the total at 1. By contrast, $\operatorname{diag}(1,\tfrac12)$ has trace $\tfrac32$, and its square is $\operatorname{diag}(1,\tfrac14)$, so it is not idempotent.

Here is the complete Lean file.

```lean
import Mathlib

open Matrix

namespace ContinuousDeterminantDeformation

noncomputable section

variable {n : Type*} [Fintype n] [DecidableEq n]

/-- The trace of an idempotent complex matrix is its rank. -/
theorem trace_eq_rank {P : Matrix n n ℂ} (h : P * P = P) :
    P.trace = (P.rank : ℂ) := by
  -- an idempotent matrix acts as the identity on its own range
  have hproj : LinearMap.IsProj (LinearMap.range P.mulVecLin) P.mulVecLin :=
    ⟨fun x => LinearMap.mem_range_self _ x, by
      rintro _ ⟨y, rfl⟩
      simp [Matrix.mulVec_mulVec, h]⟩
  have htrace : LinearMap.trace ℂ (n → ℂ) P.mulVecLin = P.trace := by
    rw [← Matrix.toLin'_apply', LinearMap.trace_eq_matrix_trace ℂ (Pi.basisFun ℂ n),
      LinearMap.toMatrix_eq_toMatrix', LinearMap.toMatrix'_toLin']
  exact htrace.symm.trans hproj.trace

/-- The rank of a continuous family of idempotent density matrices is the same
at any two points of a connected parameter space. -/
theorem rank_constant {X : Type*} [TopologicalSpace X] [PreconnectedSpace X]
    {P : X → Matrix n n ℂ} (hP : Continuous P) (hid : ∀ x, P x * P x = P x) (x y : X) :
    (P x).rank = (P y).rank := by
  -- the rank is continuous because it is the real part of the trace
  have hc : Continuous (fun x => (P x).rank) := by
    rw [Nat.isClosedEmbedding_coe_real.toIsEmbedding.toIsInducing.continuous_iff]
    have h : ((Nat.cast : ℕ → ℝ) ∘ fun x => (P x).rank) = fun x => (P x).trace.re := by
      funext x
      simp [trace_eq_rank (hid x)]
    rw [h]
    exact Complex.continuous_re.comp hP.matrix_trace
  -- a continuous integer on a connected space cannot jump
  exact PreconnectedSpace.constant inferInstance hc

/-- The particle number, the trace of the density matrix, is constant along any
continuous family of idempotent density matrices over a connected parameter space. -/
theorem particle_number_constant {X : Type*} [TopologicalSpace X] [PreconnectedSpace X]
    {P : X → Matrix n n ℂ} (hP : Continuous P) (hid : ∀ x, P x * P x = P x) (x y : X) :
    (P x).trace = (P y).trace := by
  rw [trace_eq_rank (hid x), trace_eq_rank (hid y), rank_constant hP hid x y]

/-- The matrix `C * Cᴴ`. When the columns of `C` are orthonormal, it is the one-particle density
matrix of the determinant with these columns as occupied orbitals. -/
def determinantDensity {N : ℕ} (C : Matrix n (Fin N) ℂ) : Matrix n n ℂ := C * Cᴴ

omit [DecidableEq n] in
/-- For `N` orthonormal orbitals the density matrix of the determinant is
idempotent and its trace is `N`. -/
theorem determinantDensity_spec {N : ℕ} {C : Matrix n (Fin N) ℂ} (hC : Cᴴ * C = 1) :
    determinantDensity C * determinantDensity C = determinantDensity C ∧
      (determinantDensity C).trace = (N : ℂ) := by
  unfold determinantDensity
  constructor
  · rw [Matrix.mul_assoc, ← Matrix.mul_assoc Cᴴ C Cᴴ, hC, Matrix.one_mul]
  · rw [Matrix.trace_mul_comm, hC, Matrix.trace_one, Fintype.card_fin]

/-- If a continuous path of idempotent density matrices passes through a determinant
of `N` orthonormal orbitals and a determinant of `M` orthonormal orbitals, then `N = M`. -/
theorem determinants_joined_have_equal_number {N M : ℕ}
    {C : Matrix n (Fin N) ℂ} {D : Matrix n (Fin M) ℂ} (hC : Cᴴ * C = 1) (hD : Dᴴ * D = 1)
    {P : ℝ → Matrix n n ℂ} (hP : Continuous P) (hid : ∀ t, P t * P t = P t)
    {a b : ℝ} (ha : P a = determinantDensity C) (hb : P b = determinantDensity D) :
    N = M := by
  have h := particle_number_constant hP hid a b
  rw [ha, hb, (determinantDensity_spec hC).2, (determinantDensity_spec hD).2] at h
  exact_mod_cast h

/-- The density matrix of one particle in the orbital `(cos θ, sin θ)` of a
two-level space. -/
def rotatingDensity (θ : ℝ) : Matrix (Fin 2) (Fin 2) ℂ :=
  !![Complex.cos θ ^ 2, Complex.cos θ * Complex.sin θ;
     Complex.cos θ * Complex.sin θ, Complex.sin θ ^ 2]

/-- The density matrix of the rotating orbital is continuous in the angle, idempotent
at every angle, and differs between the angles `0` and `π / 2`. -/
theorem rotatingDensity_witness :
    Continuous rotatingDensity ∧
      (∀ θ, rotatingDensity θ * rotatingDensity θ = rotatingDensity θ) ∧
      rotatingDensity 0 ≠ rotatingDensity (Real.pi / 2) := by
  refine ⟨?_, ?_, ?_⟩
  · refine continuous_matrix fun i j => ?_
    fin_cases i <;> fin_cases j <;> simp [rotatingDensity] <;> fun_prop
  · intro θ
    -- each entry reduces to cos² + sin² = 1
    have key : ∀ c s : ℂ, c ^ 2 + s ^ 2 = 1 →
        !![c ^ 2, c * s; c * s, s ^ 2] * !![c ^ 2, c * s; c * s, s ^ 2]
          = !![c ^ 2, c * s; c * s, s ^ 2] := by
      intro c s h
      rw [Matrix.mul_fin_two,
        show c ^ 2 * c ^ 2 + c * s * (c * s) = c ^ 2 by linear_combination c ^ 2 * h,
        show c ^ 2 * (c * s) + c * s * s ^ 2 = c * s by linear_combination c * s * h,
        show c * s * c ^ 2 + s ^ 2 * (c * s) = c * s by linear_combination c * s * h,
        show c * s * (c * s) + s ^ 2 * s ^ 2 = s ^ 2 by linear_combination s ^ 2 * h]
    exact key _ _ (Complex.cos_sq_add_sin_sq (θ : ℂ))
  · intro h
    have h0 := congrFun (congrFun h 0) 0
    simp [rotatingDensity] at h0

/-- The diagonal matrix with entries `1` and `s`, for any real `s`. When `0 ≤ s ≤ 1`, it is a
density matrix with one fully occupied orbital and a second orbital of occupation `s`. -/
def fractionalDensity (s : ℝ) : Matrix (Fin 2) (Fin 2) ℂ := !![1, 0; 0, (s : ℂ)]

/-- The diagonal matrix with entries `1` and `s` is continuous in the real number `s` and has trace
`1 + s`; it is idempotent exactly when `s` is `0` or `1`. -/
theorem fractional_occupation_changes_number :
    Continuous fractionalDensity ∧
      (∀ s : ℝ, (fractionalDensity s).trace = 1 + (s : ℂ)) ∧
      (∀ s : ℝ, fractionalDensity s * fractionalDensity s = fractionalDensity s ↔
        s = 0 ∨ s = 1) := by
  refine ⟨?_, ?_, ?_⟩
  · refine continuous_matrix fun i j => ?_
    fin_cases i <;> fin_cases j <;> simp [fractionalDensity] <;> fun_prop
  · intro s
    simp [fractionalDensity, Matrix.trace_fin_two]
  · intro s
    constructor
    · intro h
      -- the second occupation must satisfy s² = s
      have h1 : (s : ℂ) * s = s := by
        simpa [fractionalDensity, Matrix.mul_apply, Fin.sum_univ_two] using
          congrFun (congrFun h 1) 1
      have h2 : s * s = s := by exact_mod_cast h1
      have h3 : s * (s - 1) = 0 := by linear_combination h2
      rcases mul_eq_zero.mp h3 with h4 | h4
      · exact Or.inl h4
      · exact Or.inr (by linarith)
    · rintro (rfl | rfl) <;> ext i j <;> fin_cases i <;> fin_cases j <;>
        simp [fractionalDensity, Matrix.mul_apply, Fin.sum_univ_two]

end

end ContinuousDeterminantDeformation
```

```lean
#print axioms ContinuousDeterminantDeformation.particle_number_constant
-- 'ContinuousDeterminantDeformation.particle_number_constant' depends on axioms: [propext, Classical.choice, Quot.sound]
#print axioms ContinuousDeterminantDeformation.determinants_joined_have_equal_number
-- 'ContinuousDeterminantDeformation.determinants_joined_have_equal_number' depends on axioms: [propext, Classical.choice, Quot.sound]
#print axioms ContinuousDeterminantDeformation.fractional_occupation_changes_number
-- 'ContinuousDeterminantDeformation.fractional_occupation_changes_number' depends on axioms: [propext, Classical.choice, Quot.sound]
```

### What the theorems say about density matrices

The main theorem is `particle_number_constant`. The finite type `n` labels the one-particle basis functions, whose number was called $n$ above, and `P` assigns a complex matrix to each point of a parameter space `X`. The hypothesis `hP` is continuity, which for matrices means continuity of every entry, and `hid` is idempotency at every point. The conclusion is that the traces at any two points `x` and `y` agree. The opening question is the case where `X` is the real line; the theorem allows any connected space, such as a plane of two nuclear coordinates. No derivative with respect to the parameter is needed.

`determinantDensity C` is the matrix $CC^\dagger$, and `Cᴴ * C = 1` expresses orthonormality of the occupied orbitals. The many-electron wavefunction is not constructed; a determinant enters only through this matrix. In `determinants_joined_have_equal_number` the two determinants lie on a path whose other points need only be idempotent, so they may be non-Hermitian.

Two conventions are fixed. The basis is orthonormal, so no overlap matrix appears, and each orbital holds at most one particle, so a closed-shell density matrix carrying a factor of 2 must be halved first, and its trace then counts electron pairs. The basis is also finite.

The remaining theorems show what the hypotheses allow and what they exclude. `rotatingDensity_witness` gives a family that satisfies them and really moves. `fractional_occupation_changes_number` treats $\operatorname{diag}(1,s)$, whose trace $1+s$ runs continuously from 1 to 2 as $s$ goes from 0 to 1. It is idempotent only at those two ends, so idempotency at the endpoints of a path is not enough.

For electronic structure in a finite orthonormal basis, this means that a continuous deformation of a single determinant which keeps the density matrix idempotent stays at its initial electron number. Changing that number continuously requires fractional occupations along the way.

### How the Lean proof follows the argument

`trace_eq_rank` is the first step. `hproj` records that $P$ maps into its range and acts there as the identity. Mathlib then gives the trace of such a projection as the dimension of its range, and `htrace` identifies the trace of the linear map with that of the matrix.

`rank_constant` is the second step. A map into the natural numbers is continuous if it is continuous after embedding them in the reals. Embedded this way, the rank is the real part of the trace, which is continuous. `PreconnectedSpace.constant` then takes the place of the intermediate value theorem: a continuous map from a connected space to a discrete one is constant. `particle_number_constant` rewrites both traces as ranks and applies this.

`determinantDensity_spec` carries out the two computations for $CC^\dagger$ by regrouping the product and by cyclicity of the trace. The theorem on joined determinants inserts the traces $N$ and $M$ and passes from an equality of complex numbers to one of natural numbers.

For the rotating orbital, `key` reduces each entry of $P^2=P$ to $c^2+s^2=1$, and the upper-left entry, 1 at angle 0 and 0 at $\pi/2$, separates the two matrices. For the fractional path, the lower-right entry of $P^2=P$ gives $s^2=s$, which factors as $s(s-1)=0$.
